# The saturated Bloch absorption line: as the drive grows, its area tends to a finite limit while its peak vanishes

The area under the absorption line of a continuous-wave magnetic resonance spectrum can be used to estimate the number of spins. In the model below, dividing a calibrated area by the area for unit equilibrium magnetization at the same drive gives the equilibrium magnetization; the number of spins follows if the magnetization per spin is known. For weak drive the reference area is nearly proportional to the drive amplitude. For stronger drive it needs a saturation correction, which is derived here for a single homogeneous line obeying the Bloch equations.

Let T1 and T2 be the longitudinal and transverse relaxation times, and put k = T1/T2 > 0. Let D be the detuning and w the drive amplitude, both as angular frequencies in units of 1/T2. For unit equilibrium magnetization the stationary absorption signal is

v(D) = w/(1 + D² + k w²).

Its integral over all real D is

A(w) = π w/√(1 + k w²).

This area increases strictly for w ≥ 0 and tends to π/√k as w → ∞, although the height at D = 0 tends to zero.

## From the Bloch equations to the area

In the rotating frame the magnetization has transverse components u (dispersion) and v (absorption) and a longitudinal component m, with equilibrium value one. Many texts write w for the longitudinal component; here w is always the drive. With time in units of T2, the stationary equations are

−u + D v = 0,

−v − D u + w m = 0,

(1 − m)/k − w v = 0.

The first gives u = D v and the third gives m = 1 − k w v. Inserted into the second, they leave

v (1 + D² + k w²) = w,

which is the stated line shape.

Now put a = √(1 + k w²). Then

v(D) = (w/a²) · 1/(1 + (D/a)²).

With x = D/a and dD = a dx, and since 1/(1 + x²) has integral π over the real line,

A(w) = (w/a²) · a · π = π w/a.

For strict growth, take 0 ≤ x < y as two drive amplitudes. The claim A(x) < A(y) means x √(1 + k y²) < y √(1 + k x²). Both sides are non-negative, so their squares may be compared:

x² + k x² y² < y² + k x² y².

The terms with k cancel and x² < y² remains. For the limit, divide numerator and denominator by w > 0:

A(w) = π/√(w⁻² + k) → π/√k.

The height at resonance satisfies

v(0) = w/(1 + k w²) ≤ 1/(k w) → 0.

The width reconciles the two limits. For w ≠ 0, half height requires 1 + D² + k w² = 2(1 + k w²), that is D² = 1 + k w². The half-width is therefore a: the height w/a² falls as 1/w for large w, while the width grows as w.

The limits need k ≠ 0. In the formal case k = 0, which is not physical because T1 is positive, the line is w/(1 + D²), so its area π w and its height w both grow without bound.

## The line shape and its area in Lean

```lean
import Mathlib

open MeasureTheory Filter Topology

namespace SaturatedAbsorption

noncomputable section
```

The function `blochRate` returns the three time derivatives as a triple of real numbers. Its signs make v positive for positive drive; other conventions reverse this.

```lean
/-- Right-hand side of the Bloch equations in the rotating frame for the magnetization
`(u, v, m)`, with time in units of T2, detuning `D`, drive `w` and `k = T1/T2 ≠ 0`;
the equilibrium magnetization is one. -/
def blochRate (k w D u v m : ℝ) : ℝ × ℝ × ℝ :=
  (-u + D * v, -v - D * u + w * m, (1 - m) / k - w * v)
```

The line shape is defined separately, as a function of k, w and D.

```lean
/-- The saturated absorption at detuning `D` and drive `w`, for `k ≥ 0`. -/
def absorption (k w D : ℝ) : ℝ := w / (1 + D ^ 2 + k * w ^ 2)
```

The area is the Lebesgue integral over the whole real line. Lean assigns the value zero to the integral of a non-integrable function, so integrability is proved along with the formula below.

```lean
/-- The integrated intensity: the integral of the absorption over all detunings. -/
def lineArea (k w : ℝ) : ℝ := ∫ D : ℝ, absorption k w D
```

The next theorem connects the two definitions: for k > 0 the rate vanishes exactly when u, v and m have the values found above. In the forward direction, `linear_combination` adds the three equations with factors that eliminate u and m, leaving the equation for v. The converse substitutes the values back.

The theorem identifies the stationary state but says nothing about the approach to it. Applying the result to a measured spectrum therefore assumes a sweep slow enough for the magnetization to be stationary at each detuning.

```lean
/-- For `k > 0` the Bloch equations have exactly one stationary magnetization, and its
component `v` is the saturated absorption. -/
theorem bloch_stationary_iff {k : ℝ} (hk : 0 < k) (w D u v m : ℝ) :
    blochRate k w D u v m = 0 ↔
      u = D * absorption k w D ∧ v = absorption k w D ∧
        m = 1 - k * w * absorption k w D := by
  have hN : 1 + D ^ 2 + k * w ^ 2 ≠ 0 := by positivity
  simp only [blochRate, Prod.mk_eq_zero]
  constructor
  · rintro ⟨h1, h2, h3⟩
    have e : (1 - m) / k = w * v := by linarith
    rw [div_eq_iff hk.ne'] at e
    -- eliminate `u` and `m` to get one equation for `v`
    have hv : v = absorption k w D := by
      rw [absorption, eq_div_iff hN]
      linear_combination D * h1 - h2 - w * e
    rw [← hv]
    exact ⟨by linear_combination -h1, rfl, by linear_combination -e⟩
  · rintro ⟨rfl, rfl, rfl⟩
    have ha : absorption k w D * (1 + D ^ 2 + k * w ^ 2) = w := div_mul_cancel₀ w hN
    refine ⟨by ring, by linear_combination -ha, ?_⟩
    have h : 1 - (1 - k * w * absorption k w D) = (w * absorption k w D) * k := by ring
    rw [h, mul_div_cancel_right₀ _ hk.ne', sub_self]
```

The rewriting as a scaled Lorentzian takes a as any positive number with a² = 1 + k w², which keeps the square root out of the algebra.

```lean
/-- If `a > 0` and `a² = 1 + k w²`, the absorption is a unit Lorentzian in `D / a`
multiplied by `w / a²`. -/
theorem absorption_eq_scaled {k w a : ℝ} (ha : 0 < a) (hs : a ^ 2 = 1 + k * w ^ 2)
    (D : ℝ) : absorption k w D = w / a ^ 2 * (1 + (D / a) ^ 2)⁻¹ := by
  have h : a ^ 2 * (1 + (D / a) ^ 2) = a ^ 2 + D ^ 2 := by field_simp
  have e : 1 + D ^ 2 + k * w ^ 2 = a ^ 2 * (1 + (D / a) ^ 2) := by linarith
  rw [absorption, e, div_mul_eq_div_div, div_eq_mul_inv (w / a ^ 2)]
```

The area theorem replaces the square root by such an a. Integrability is inherited from the unit Lorentzian through scaling and multiplication by a constant. The change of variable is `Measure.integral_comp_div`, which supplies the factor a, and Mathlib's `integral_univ_inv_one_add_sq` supplies π. The formula holds for every real w, including negative drive, where the area is negative.

```lean
/-- For `k ≥ 0` the absorption is integrable over the detuning, and its integral is
`π w / √(1 + k w²)`. -/
theorem integrable_and_lineArea_eq {k : ℝ} (hk : 0 ≤ k) (w : ℝ) :
    Integrable (absorption k w) ∧
      lineArea k w = Real.pi * w / Real.sqrt (1 + k * w ^ 2) := by
  have ha : 0 < Real.sqrt (1 + k * w ^ 2) := Real.sqrt_pos.mpr (by positivity)
  have hs : Real.sqrt (1 + k * w ^ 2) ^ 2 = 1 + k * w ^ 2 := Real.sq_sqrt (by positivity)
  generalize Real.sqrt (1 + k * w ^ 2) = a at ha hs ⊢
  constructor
  · exact ((integrable_inv_one_add_sq.comp_div ha.ne').const_mul (w / a ^ 2)).congr
      (Eventually.of_forall fun D => (absorption_eq_scaled ha hs D).symm)
  · -- change of variable from `D` to `D / a`
    have h : ∫ D : ℝ, (1 + (D / a) ^ 2)⁻¹ = a * Real.pi := by
      have h' := Measure.integral_comp_div (fun x : ℝ => (1 + x ^ 2)⁻¹) a
      rw [integral_univ_inv_one_add_sq, abs_of_pos ha, smul_eq_mul] at h'
      exact h'
    have hf : absorption k w = fun D => w / a ^ 2 * (1 + (D / a) ^ 2)⁻¹ :=
      funext (absorption_eq_scaled ha hs)
    rw [lineArea, hf, integral_const_mul, h]
    field_simp
```

## Growth, limit and power broadening

`StrictMonoOn (lineArea k) (Set.Ici 0)` says that the area increases strictly on w ≥ 0. The inequality `key` is x √(1 + k y²) < y √(1 + k x²), proved by comparing squares, and the last lines turn it into the comparison of the two fractions.

```lean
/-- For `k ≥ 0` the integrated intensity increases strictly with the drive `w ≥ 0`. -/
theorem lineArea_strictMonoOn {k : ℝ} (hk : 0 ≤ k) :
    StrictMonoOn (lineArea k) (Set.Ici 0) := by
  intro x hx y _ hxy
  have hx0 : 0 ≤ x := hx
  have hy0 : 0 < y := lt_of_le_of_lt hx0 hxy
  have hsx : 0 < Real.sqrt (1 + k * x ^ 2) := Real.sqrt_pos.mpr (by positivity)
  have hsy : 0 < Real.sqrt (1 + k * y ^ 2) := Real.sqrt_pos.mpr (by positivity)
  -- after squaring, the terms with `k` cancel
  have key : x * Real.sqrt (1 + k * y ^ 2) < y * Real.sqrt (1 + k * x ^ 2) := by
    apply lt_of_pow_lt_pow_left₀ 2 (by positivity)
    rw [mul_pow, mul_pow, Real.sq_sqrt (by positivity), Real.sq_sqrt (by positivity)]
    nlinarith
  rw [(integrable_and_lineArea_eq hk x).2, (integrable_and_lineArea_eq hk y).2,
    div_lt_div_iff₀ hsx hsy, mul_assoc, mul_assoc]
  exact mul_lt_mul_of_pos_left key Real.pi_pos
```

For the limit, `h2` treats π/√(w⁻² + k). This expression equals the area only for w > 0, which is enough as w → ∞; `filter_upwards` restricts the argument to those w.

```lean
/-- For `k > 0` the integrated intensity tends to `π / √k` as the drive grows. -/
theorem tendsto_lineArea {k : ℝ} (hk : 0 < k) :
    Tendsto (lineArea k) atTop (𝓝 (Real.pi / Real.sqrt k)) := by
  have h0 : Tendsto (fun w : ℝ => w⁻¹) atTop (𝓝 0) := tendsto_inv_atTop_zero
  have h1 : Tendsto (fun w : ℝ => (w⁻¹) ^ 2 + k) atTop (𝓝 k) := by
    simpa using (h0.pow 2).add_const k
  have h2 : Tendsto (fun w : ℝ => Real.pi / Real.sqrt ((w⁻¹) ^ 2 + k)) atTop
      (𝓝 (Real.pi / Real.sqrt k)) :=
    tendsto_const_nhds.div h1.sqrt (Real.sqrt_pos.mpr hk).ne'
  refine h2.congr' ?_
  filter_upwards [eventually_gt_atTop (0 : ℝ)] with w hw
  -- take the factor `w` out of the square root
  have e : 1 + k * w ^ 2 = w ^ 2 * ((w⁻¹) ^ 2 + k) := by
    field_simp
  rw [(integrable_and_lineArea_eq hk.le w).2, e, Real.sqrt_mul (sq_nonneg w),
    Real.sqrt_sq hw.le, mul_comm Real.pi w, mul_div_mul_left _ _ hw.ne']
```

The value at D = 0 is indeed the maximum when w ≥ 0, because D² can only enlarge the denominator.

```lean
/-- For `k ≥ 0` and `w ≥ 0` the absorption is nowhere larger than at resonance, `D = 0`. -/
theorem absorption_le_peak {k w : ℝ} (hk : 0 ≤ k) (hw : 0 ≤ w) (D : ℝ) :
    absorption k w D ≤ absorption k w 0 := by
  unfold absorption
  exact div_le_div_of_nonneg_left hw (by positivity) (by nlinarith [sq_nonneg D])
```

That the peak vanishes follows by squeezing it between zero and 1/(k w).

```lean
/-- For `k > 0` the absorption at resonance tends to zero as the drive grows. -/
theorem tendsto_peak {k : ℝ} (hk : 0 < k) :
    Tendsto (fun w => absorption k w 0) atTop (𝓝 0) := by
  have h0 : Tendsto (fun w : ℝ => w⁻¹) atTop (𝓝 0) := tendsto_inv_atTop_zero
  have h1 : Tendsto (fun w : ℝ => k⁻¹ * w⁻¹) atTop (𝓝 0) := by
    have h := h0.const_mul k⁻¹
    rwa [mul_zero] at h
  refine squeeze_zero' ?_ ?_ h1
  · filter_upwards [eventually_gt_atTop (0 : ℝ)] with w hw
    unfold absorption
    positivity
  · -- the peak is at most `1 / (k w)`
    filter_upwards [eventually_gt_atTop (0 : ℝ)] with w hw
    have hkw : 0 < k * w := mul_pos hk hw
    rw [absorption, ← mul_inv, div_le_iff₀ (by positivity), inv_mul_eq_div,
      le_div_iff₀ hkw]
    nlinarith
```

The half-height condition is an equivalence, so no other detunings qualify. It excludes w = 0, where the line is identically zero and every detuning would satisfy the equation on the left.

```lean
/-- Power broadening: for `k ≥ 0` and a nonzero drive, the absorption is half its value at
resonance exactly at the detunings with `D² = 1 + k w²`. -/
theorem half_height_iff {k w : ℝ} (hk : 0 ≤ k) (hw : w ≠ 0) (D : ℝ) :
    absorption k w D = absorption k w 0 / 2 ↔ D ^ 2 = 1 + k * w ^ 2 := by
  unfold absorption
  rw [div_div, div_eq_div_iff (by positivity) (by positivity)]
  constructor
  · intro h
    have h' := mul_left_cancel₀ hw h
    linarith
  · intro h
    rw [h]
    ring
```

The last theorem collects the area formula, its strict growth and the two limits for k > 0.

```lean
/-- For `k > 0` the integrated intensity is `π w / √(1 + k w²)`; it increases strictly with
the drive `w ≥ 0` and tends to `π / √k`, while the absorption at resonance tends to zero. -/
theorem area_saturates_while_peak_vanishes {k : ℝ} (hk : 0 < k) :
    (∀ w, lineArea k w = Real.pi * w / Real.sqrt (1 + k * w ^ 2)) ∧
      StrictMonoOn (lineArea k) (Set.Ici 0) ∧
      Tendsto (lineArea k) atTop (𝓝 (Real.pi / Real.sqrt k)) ∧
      Tendsto (fun w => absorption k w 0) atTop (𝓝 0) :=
  ⟨fun w => (integrable_and_lineArea_eq hk.le w).2, lineArea_strictMonoOn hk.le,
    tendsto_lineArea hk, tendsto_peak hk⟩

end

end SaturatedAbsorption
```

The vanishing quantity is the signal v, not the absorbed power, which is proportional to w v and at resonance tends to a nonzero constant. The same equations describe a driven two-level atom in the rotating-wave approximation with phenomenological relaxation, so within that model, and without inhomogeneous broadening, the area formula also gives the integral over detuning of the absorptive dipole component, up to sign and a constant factor. It is not the area of an optical line recorded as absorbed power, which has a further factor w, or as an absorption coefficient, which has a further factor 1/w.

```lean
#print axioms SaturatedAbsorption.bloch_stationary_iff
-- 'SaturatedAbsorption.bloch_stationary_iff' depends on axioms: [propext, Classical.choice, Quot.sound]
#print axioms SaturatedAbsorption.absorption_le_peak
-- 'SaturatedAbsorption.absorption_le_peak' depends on axioms: [propext, Classical.choice, Quot.sound]
#print axioms SaturatedAbsorption.half_height_iff
-- 'SaturatedAbsorption.half_height_iff' depends on axioms: [propext, Classical.choice, Quot.sound]
#print axioms SaturatedAbsorption.area_saturates_while_peak_vanishes
-- 'SaturatedAbsorption.area_saturates_while_peak_vanishes' depends on axioms: [propext, Classical.choice, Quot.sound]
```
